# The KKR condition for a contact scatterer on a ring, at non-integer wave number

An electron moves on a ring of length $2\pi$ and meets one point-like scatterer of strength $g$, placed at $x=0$. In units with $\hbar^2/2m=1$ its Hamiltonian is $-d^2/dx^2+g\,\delta(x)$. Without the scatterer, the periodic plane waves $e^{inx}$ have energies $n^2$, with $n$ an integer. Which energies $q^2$ are allowed once the scatterer is there?

Multiple-scattering theory answers with a sum over plane waves. Write $\psi=\sum_n c_n e^{inx}$. The Schrödinger equation gives $(q^2-n^2)\,c_n=g\,\psi(0)/2\pi$. Dividing, summing over $n$ and cancelling $\psi(0)\neq0$ leads to

$$1=\frac{g}{2\pi}\sum_{n\in\mathbb Z}\frac{1}{q^2-n^2}.$$

For real non-integer $q$, the theorems below evaluate this sum as $\pi\cot(\pi q)/q$. They also show that the condition holds exactly when a wave can be matched across the scatterer. This is the KKR (Korringa–Kohn–Rostoker) method of electronic structure in its smallest form: one non-interacting electron, one dimension, one site per cell and zero Bloch vector.

## Propagators and their sum

```lean
import Mathlib

open Real Filter

namespace KKRRing

noncomputable section

/-- Free propagator of the plane wave `n` at energy `q ^ 2`, for `q ^ 2 ≠ n ^ 2`. -/
def propagator (q : ℝ) (n : ℤ) : ℝ := 1 / (q ^ 2 - (n : ℝ) ^ 2)
```

A `def` introduces a name. `propagator q n` is $1/(q^2-n^2)$, the free propagator of plane wave $n$ at energy $q^2$. Here `q` is a real number and `n` an integer.

```lean
/-- Structure constant of the ring of length `2π`: the sum of the propagators over all plane
waves, for non-integer `q`. -/
def structureConstant (q : ℝ) : ℝ := ∑' n : ℤ, propagator q n
```

The symbol `∑'` is an infinite sum, here over all integers. The name is used more broadly than in many KKR texts, which remove the scatterer's direct propagation to itself from the structure constant. Those texts describe the scatterer by its t-matrix, which already includes repeated scattering at the same site. Here the direct propagation is kept in the sum, so the bare strength $g$ appears in the condition instead of the t-matrix. The factor $1/2\pi$ is left outside. For integer $q$ a term has zero denominator, which Lean evaluates as 0, so the definition has its physical meaning only for non-integer $q$.

## Waves and matching conditions

```lean
/-- The wave `A cos qx + B sin qx` between two passages of the scatterer. -/
def wave (q : ℝ) (A B : ℂ) (x : ℝ) : ℂ :=
  A * (Real.cos (q * x) : ℂ) + B * (Real.sin (q * x) : ℂ)
```

Between two passages of the scatterer the wave is $\psi(x)=A\cos qx+B\sin qx$, with complex amplitudes $A$ and $B$.

```lean
/-- Matching at a contact scatterer of strength `g` at `x = 0` on the ring: the wave is
continuous, and its slope jumps by `g` times its value. -/
def IsContactState (g : ℝ) (ψ : ℝ → ℂ) : Prop :=
  ψ (2 * π) = ψ 0 ∧ deriv ψ 0 - deriv ψ (2 * π) = (g : ℂ) * ψ 0
```

A `Prop` is a statement, here one about a function $\psi$. The ring is cut open at the scatterer, so $x=0$ is the point just after it and $x=2\pi$ the point just before it. The two conditions are

$$\psi(2\pi)=\psi(0),\qquad \psi'(0)-\psi'(2\pi)=g\,\psi(0).$$

The second follows from integrating the Schrödinger equation across the delta function. That step from the Hamiltonian to the matching conditions is physics input: the Lean text starts from the conditions themselves.

```lean
/-- The slope of a wave of wave number `q` is again a wave of wave number `q`. -/
theorem wave_hasDerivAt (q : ℝ) (A B : ℂ) (x : ℝ) :
    HasDerivAt (wave q A B) (wave q (q * B) (-(q * A)) x) x := by
  have hl : HasDerivAt (fun y : ℝ => q * y) q x := by
    simpa using (hasDerivAt_id x).const_mul q
  have h := (hl.cos.ofReal_comp.const_mul A).fun_add (hl.sin.ofReal_comp.const_mul B)
  refine HasDerivAt.congr_deriv h ?_
  simp only [wave, Complex.ofReal_mul, Complex.ofReal_neg]
  ring
```

`HasDerivAt f d x` says that $f$ has derivative $d$ at $x$. By the chain rule,

$$\psi'(x)=qB\cos qx-qA\sin qx,$$

which is again a wave, with amplitudes $qB$ and $-qA$. The proof differentiates the cosine and the sine, and `ring` settles the remaining algebra.

```lean
/-- Between scatterings the wave solves the free Schrödinger equation `-ψ'' = q ^ 2 ψ`. -/
theorem wave_schrodinger (q : ℝ) (A B : ℂ) (x : ℝ) :
    -deriv (deriv (wave q A B)) x = (q : ℂ) ^ 2 * wave q A B x := by
  have h : deriv (wave q A B) = wave q (q * B) (-(q * A)) :=
    funext fun y => (wave_hasDerivAt q A B y).deriv
  rw [h, (wave_hasDerivAt q _ _ x).deriv]
  simp only [wave]
  ring
```

Applying the previous rule twice turns the amplitudes $(A,B)$ into $(-q^2A,-q^2B)$. Hence $-\psi''=q^2\psi$, the free Schrödinger equation.

## The sum in closed form

```lean
private lemma summable_term (q k : ℝ) :
    Summable fun n : ℕ => 1 / (q ^ 2 - ((n : ℝ) + k) ^ 2) := by
  refine Summable.of_norm_bounded_eventually_nat
    ((Real.summable_one_div_nat_pow.mpr one_lt_two).mul_left 2) ?_
  filter_upwards [tendsto_natCast_atTop_atTop.eventually_ge_atTop (4 * (|k| + |q|) + 1)]
    with n hn
  have hk := abs_nonneg k
  have hq := abs_nonneg q
  have hN : (0 : ℝ) < n := by linarith
  have hA : (3 * (n : ℝ) / 4) ^ 2 ≤ ((n : ℝ) + k) ^ 2 :=
    pow_le_pow_left₀ (by positivity) (by linarith [neg_abs_le k]) 2
  have hB : q ^ 2 ≤ ((n : ℝ) / 4) ^ 2 :=
    sq_le_sq' (by linarith [neg_abs_le q]) (by linarith [le_abs_self q])
  have h1 : (n : ℝ) ^ 2 / 2 ≤ ((n : ℝ) + k) ^ 2 - q ^ 2 := by linarith
  have h0 : 0 < (n : ℝ) ^ 2 / 2 := by positivity
  rw [Real.norm_eq_abs, abs_div, abs_one, abs_sub_comm, abs_of_pos (h0.trans_le h1)]
  calc 1 / (((n : ℝ) + k) ^ 2 - q ^ 2) ≤ 1 / ((n : ℝ) ^ 2 / 2) :=
        one_div_le_one_div_of_le h0 h1
    _ = 2 * (1 / (n : ℝ) ^ 2) := by field_simp
```

This lemma states that $\sum_{n\ge0}1/(q^2-(n+k)^2)$ converges for all real $q$ and $k$, where Lean counts a term with zero denominator as 0; only the shift $k=1$ is used later. Once $n\ge4(|k|+|q|)+1$, we have $n+k\ge 3n/4$ and $|q|\le n/4$. Therefore

$$(n+k)^2-q^2\ \ge\ \frac{9n^2}{16}-\frac{n^2}{16}=\frac{n^2}{2},$$

and each such term is at most $2/n^2$ in absolute value. Comparison with $\sum 1/n^2$ finishes the argument.

```lean
/-- Partial fractions: for non-integer `q`, `2q` times the propagator of the wave `n + 1` is the sum
of `1 / (q - (n + 1))` and `1 / (q + (n + 1))`. -/
theorem partial_fractions {q : ℝ} (hq : ∀ n : ℤ, q ≠ n) (n : ℕ) :
    1 / (q - ((n : ℝ) + 1)) + 1 / (q + ((n : ℝ) + 1)) =
      2 * q * (1 / (q ^ 2 - ((n : ℝ) + 1) ^ 2)) := by
  have hu : q - ((n : ℝ) + 1) ≠ 0 := fun h => hq (n + 1) (by push_cast; linarith)
  have hv : q + ((n : ℝ) + 1) ≠ 0 := fun h => hq (-(n + 1)) (by push_cast; linarith)
  rw [show q ^ 2 - ((n : ℝ) + 1) ^ 2 = (q - ((n : ℝ) + 1)) * (q + ((n : ℝ) + 1)) by ring,
    div_add_div _ _ hu hv]
  ring
```

The hypothesis `hq : ∀ n : ℤ, q ≠ n` says that $q$ differs from every integer, zero included. With $m=n+1$, a common denominator gives

$$\frac1{q-m}+\frac1{q+m}=\frac{2q}{q^2-m^2}.$$

The lines `hu` and `hv` check that neither denominator on the left vanishes.

```lean
private lemma hasSum_half {q : ℝ} (hq : ∀ n : ℤ, q ≠ n) :
    HasSum (fun n : ℕ => 1 / (q ^ 2 - ((n : ℝ) + 1) ^ 2))
      ((π * (Real.cos (π * q) / Real.sin (π * q)) - 1 / q) / (2 * q)) := by
  have q0 : q ≠ 0 := by simpa using hq 0
  have hc : (q : ℂ) ∈ Complex.integerComplement := by
    rintro ⟨m, hm⟩
    exact hq m (by exact_mod_cast hm.symm)
  have hv := cot_series_rep' hc
  rw [Complex.cot] at hv
  have hr : π * (Real.cos (π * q) / Real.sin (π * q)) - 1 / q =
      ∑' n : ℕ, (1 / (q - ((n : ℝ) + 1)) + 1 / (q + ((n : ℝ) + 1))) := by
    apply Complex.ofReal_injective
    rw [Complex.ofReal_tsum]
    push_cast
    exact hv
  rw [funext (partial_fractions hq), tsum_mul_left] at hr
  rw [hr, mul_div_cancel_left₀ _ (mul_ne_zero two_ne_zero q0)]
  exact (summable_term q 1).hasSum
```

`HasSum f s` says that the series converges to $s$ regardless of the order of its terms. The proof takes the cotangent expansion from Mathlib, as `cot_series_rep'`:

$$\pi\cot\pi q-\frac1q=\sum_{m\ge1}\left(\frac1{q-m}+\frac1{q+m}\right).$$

By hand, it is the logarithmic derivative of $\sin\pi q=\pi q\prod_{m\ge1}(1-q^2/m^2)$. Mathlib states it for complex numbers, so the proof first carries it back to real $q$. Partial fractions turn the right-hand side into $2q\sum_{m\ge1}1/(q^2-m^2)$, and division by $2q\neq0$ gives

$$s:=\sum_{m\ge1}\frac1{q^2-m^2}=\frac{\pi\cot\pi q-1/q}{2q}.$$

```lean
/-- For non-integer `q`, the sum of `1 / (q ^ 2 - n ^ 2)` over all integers converges to
`π cot(πq) / q`. -/
theorem hasSum_propagator {q : ℝ} (hq : ∀ n : ℤ, q ≠ n) :
    HasSum (propagator q) (π * Real.cot (π * q) / q) := by
  have h := hasSum_half hq
  obtain ⟨s, hs⟩ : ∃ s : ℝ,
      s = (π * (Real.cos (π * q) / Real.sin (π * q)) - 1 / q) / (2 * q) := ⟨_, rfl⟩
  rw [← hs] at h
  -- the waves `n` and `-n` contribute equally
  have g1 : HasSum (fun n : ℕ => propagator q ((n : ℤ) + 1)) s := by
    simpa only [propagator, Int.cast_add, Int.cast_natCast, Int.cast_one] using h
  have g2 : HasSum (fun n : ℕ => propagator q (-((n : ℤ) + 1))) s := by
    simpa only [propagator, Int.cast_neg, Int.cast_add, Int.cast_natCast, Int.cast_one,
      neg_sq] using h
  have total : s + propagator q 0 + s = π * Real.cot (π * q) / q := by
    rw [show propagator q 0 = 1 / q ^ 2 by simp [propagator], Real.cot_eq_cos_div_sin, hs]
    ring
  rw [← total]
  exact HasSum.of_add_one_of_neg_add_one g1 g2
```

The waves $n$ and $-n$ have equal propagators, so the positive and the negative integers each contribute $s$ (`g1` and `g2`). Adding the term $n=0$ gives

$$\sum_{n\in\mathbb Z}\frac1{q^2-n^2}=\frac1{q^2}+2s=\frac{\pi\cot\pi q}{q}.$$

## From the sum to the quantization condition

```lean
private lemma sin_ne {q : ℝ} (hq : ∀ n : ℤ, q ≠ n) : Real.sin (π * q) ≠ 0 := by
  intro h
  obtain ⟨n, hn⟩ := Real.sin_eq_zero_iff.mp h
  exact hq n (mul_left_cancel₀ Real.pi_ne_zero (by linarith))
```

The sine of $\pi q$ vanishes only at integer $q$, so here it can be divided by.

```lean
/-- For non-integer `q`, the condition `1 = (g / 2π) ∑ 1 / (q ^ 2 - n ^ 2)` holds exactly
when `2q sin(πq) = g cos(πq)`. -/
theorem ring_quantization {q : ℝ} (hq : ∀ n : ℤ, q ≠ n) (g : ℝ) :
    1 = g / (2 * π) * structureConstant q ↔
      2 * q * Real.sin (π * q) = g * Real.cos (π * q) := by
  have q0 : q ≠ 0 := by simpa using hq 0
  have hs := sin_ne hq
  rw [structureConstant, (hasSum_propagator hq).tsum_eq, Real.cot_eq_cos_div_sin]
  generalize Real.sin (π * q) = s at *
  generalize Real.cos (π * q) = c
  have e : g / (2 * π) * (π * (c / s) / q) = g * c / (2 * q * s) := by
    field_simp
  rw [e, eq_div_iff (mul_ne_zero (mul_ne_zero two_ne_zero q0) hs), one_mul]
```

The symbol `↔` means "if and only if". Inserting the closed form,

$$\frac{g}{2\pi}\cdot\frac{\pi\cos\pi q}{q\sin\pi q}=\frac{g\cos\pi q}{2q\sin\pi q}.$$

This equals 1 exactly when $2q\sin\pi q=g\cos\pi q$, because $2q\sin\pi q\neq0$. The strength $g$ may be any real number, zero included.

## The same condition from matching the wave

```lean
/-- For non-integer `q`, some nonzero wave of wave number `q` meets the contact conditions exactly
when `2q sin(πq) = g cos(πq)`. -/
theorem contact_state_iff {q : ℝ} (hq : ∀ n : ℤ, q ≠ n) (g : ℝ) :
    (∃ A B : ℂ, wave q A B ≠ 0 ∧ IsContactState g (wave q A B)) ↔
      2 * q * Real.sin (π * q) = g * Real.cos (π * q) := by
  obtain ⟨S, hSd⟩ : ∃ S : ℂ, S = (Real.sin (π * q) : ℂ) := ⟨_, rfl⟩
  obtain ⟨C, hCd⟩ : ∃ C : ℂ, C = (Real.cos (π * q) : ℂ) := ⟨_, rfl⟩
  have hS : S ≠ 0 := by
    rw [hSd]
    exact Complex.ofReal_ne_zero.mpr (sin_ne hq)
  have hcs : S ^ 2 + C ^ 2 = 1 := by
    rw [hSd, hCd]
    exact_mod_cast Real.sin_sq_add_cos_sq (π * q)
  have hw0 : ∀ A B : ℂ, wave q A B 0 = A := fun A B => by simp [wave]
  have hw : ∀ A B : ℂ, wave q A B (2 * π) = A * (2 * C ^ 2 - 1) + B * (2 * S * C) := by
    intro A B
    rw [wave, show q * (2 * π) = 2 * (π * q) by ring, Real.cos_two_mul, Real.sin_two_mul,
      hSd, hCd]
    simp only [Complex.ofReal_sub, Complex.ofReal_mul, Complex.ofReal_pow,
      Complex.ofReal_ofNat, Complex.ofReal_one]
  -- the matching conditions are two linear equations for the amplitudes
  have key : ∀ A B : ℂ, IsContactState g (wave q A B) ↔
      S * (C * B - S * A) = 0 ∧ 2 * q * S * (S * B + C * A) = g * A := by
    intro A B
    rw [IsContactState, (wave_hasDerivAt q A B 0).deriv,
      (wave_hasDerivAt q A B (2 * π)).deriv]
    simp only [hw, hw0]
    constructor <;> rintro ⟨h1, h2⟩
    · exact ⟨by linear_combination h1 / 2 - A * hcs,
        by linear_combination h2 + 2 * q * B * hcs⟩
    · exact ⟨by linear_combination 2 * h1 + 2 * A * hcs,
        by linear_combination h2 - 2 * q * B * hcs⟩
  rw [← Complex.ofReal_inj]
  simp only [Complex.ofReal_mul, Complex.ofReal_ofNat]
  rw [← hSd, ← hCd]
  constructor
  · rintro ⟨A, B, hne, hst⟩
    obtain ⟨k1, k2⟩ := (key A B).mp hst
    have hAB := (mul_eq_zero.mp k1).resolve_left hS
    have hB : B ≠ 0 := by
      intro hB
      have hA : A = 0 := (mul_eq_zero.mp
        (by linear_combination C * hB - hAB : S * A = 0)).resolve_left hS
      exact hne (by funext x; simp [wave, hA, hB])
    apply mul_left_cancel₀ hB
    linear_combination S * k2 - 2 * q * B * S * hcs + (2 * q * C * S - g) * hAB
  · intro h
    refine ⟨C, S, fun h0 => ?_, (key C S).mpr
      ⟨by ring, by linear_combination h + 2 * q * S * hcs⟩⟩
    -- opposite the scatterer this wave has the value one
    have h1 := congrFun h0 π
    rw [wave, mul_comm q π, ← hCd, ← hSd, Pi.zero_apply] at h1
    exact one_ne_zero (by linear_combination h1 - hcs : (1 : ℂ) = 0)
```

The left-hand side says that amplitudes $A,B$ exist whose wave is not identically zero and satisfies both matching conditions. The plane-wave sum plays no part in this proof.

Write $S=\sin\pi q$ and $C=\cos\pi q$. The double-angle formulas give

$$\psi(2\pi)=A(2C^2-1)+2SC\,B,\qquad \psi'(2\pi)=qB(2C^2-1)-2SC\,qA,$$

while $\psi(0)=A$ and $\psi'(0)=qB$. Using $S^2+C^2=1$, the matching conditions become the two linear equations called `key`:

$$S(CB-SA)=0,\qquad 2qS(SB+CA)=gA.$$

Suppose a nonzero wave satisfies them. Since $S\neq0$, the first gives $CB=SA$. If $B$ were zero, $A$ would be zero too, and so would the wave; hence $B\neq0$. Multiply the second equation by $S$ and replace $SA$ by $CB$:

$$2qS(S^2+C^2)B=gCB.$$

Cancelling $B$ leaves $2qS=gC$.

Conversely, suppose $2qS=gC$ and choose $A=C$, $B=S$. The first equation holds identically, and the second reduces to the assumption. This wave is $\cos(q(x-\pi))$, symmetric about the point opposite the scatterer. Its value there is $C^2+S^2=1$, so it is not zero.

In the code, `linear_combination` confirms an equation by exhibiting it as a combination of known ones. It carries out the eliminations above.

```lean
/-- KKR condition on the ring: for non-integer `q`, some nonzero wave of wave number `q` meets the
contact conditions exactly when `1 = (g / 2π)` times the structure constant. -/
theorem kkr_condition {q : ℝ} (hq : ∀ n : ℤ, q ≠ n) (g : ℝ) :
    (∃ A B : ℂ, wave q A B ≠ 0 ∧ IsContactState g (wave q A B)) ↔
      1 = g / (2 * π) * structureConstant q :=
  (contact_state_iff hq g).trans (ring_quantization hq g).symm

end

end KKRRing
```

Both the existence of a matched wave and the KKR condition are equivalent to $2q\sin\pi q=g\cos\pi q$, hence to each other. The proof chains the two equivalences, reversing the second with `.symm`.

```lean
#print axioms KKRRing.wave_schrodinger
#print axioms KKRRing.kkr_condition
```

```
'KKRRing.wave_schrodinger' depends on axioms: [propext, Classical.choice, Quot.sound]
'KKRRing.kkr_condition' depends on axioms: [propext, Classical.choice, Quot.sound]
```

## Weak scattering, and the levels at integer $q$

For $g=0$ the condition reads $2q\sin\pi q=0$, which no non-integer $q$ satisfies. This is as it should be, since the free levels sit at integer $q$. For small positive $g$ the lowest solution has small $q$, where $\sin\pi q\approx\pi q$ and $\cos\pi q\approx1$. Then $q^2\approx g/2\pi$, the first-order perturbation energy of the constant wave.

The equivalence in `contact_state_iff` fails if $q=1$ is admitted. Take $g=1$ and the wave $\sin x$. It vanishes at the scatterer and has equal slopes at $0$ and $2\pi$, so it satisfies both matching conditions. Yet $2q\sin\pi q=0$ while $g\cos\pi q=-1$. An electron in this state does not feel the scatterer, and a search for solutions of the KKR condition at non-integer $q$ will miss its level.

Taking $q$ real and non-integer also restricts the energies to $q^2>0$. An attractive scatterer, $g<0$, has in addition a state of negative energy, which would need imaginary $q$.
